# Euler's scaling identity and the zero energy of point charges in equilibrium under Coulomb forces alone

An optimiser run on bare point charges can report convergence at a geometry that is not stationary. Like charges drift apart, the forces decay with distance, and the gradient eventually falls below any fixed tolerance. The gradient test does not distinguish this from an equilibrium. A scaling identity settles the question: with every charge free to move, a stationary geometry of a pure Coulomb energy has zero energy, so two or more like charges have no stationary geometry at all.

## The identity

Let \(V\) be a real function on a real normed space, differentiable at \(x\), with \(V(sx) = s^k V(x)\) for all \(s > 0\) and a real exponent \(k\). Then
\[ DV(x)\,x = k\,V(x). \]
For \(k \neq 0\), a stationary point has \(V(x) = 0\). For a sum \(A + B\) of parts with degrees \(k\) and \(l\), a stationary point has \(kA(x) + lB(x) = 0\). This balance resembles the virial theorem, which however involves kinetic energy, as a time average or a quantum expectation value, and no kinetic energy appears here.

## Possible uses in computation

The uses in this section, and the opening remark on decaying forces, are informal readings and have no theorem of their own in the file. With forces \(\mathbf F_i = -\nabla_i V\), the identity reads \(\sum_i \mathbf R_i \cdot \mathbf F_i = -kV\). For an isolated cluster of point charges whose values do not depend on the geometry, and whose only interaction is the unscreened, untruncated Coulomb energy, this is \(\sum_i \mathbf R_i \cdot \mathbf F_i = V\), a test of the force routine against the energy routine at any geometry with distinct positions. For an untruncated Lennard-Jones cluster, with repulsive part \(A\) of degree \(-12\) and attractive part \(B\) of degree \(-6\), the balance gives \(B = -2A\) at a stationary geometry. In the electronic structure of an isolated molecule, the repulsion of two or more point nuclei is a like-charge Coulomb energy, so its gradient never vanishes and must be cancelled by the electronic gradient at a stationary geometry. The Born–Oppenheimer surface as a whole is not homogeneous.

## Derivation

Put \(\varphi(s) = V(sx)\). The chain rule gives \(\varphi'(1) = DV(x)\,x\). Near \(s = 1\) the scaling law gives \(\varphi(s) = s^k V(x)\), hence \(\varphi'(1) = k \cdot 1^{k-1} V(x) = kV(x)\). Equating the two derivatives gives the identity. If \(DV(x) = 0\), then \(kV(x) = 0\), and \(V(x) = 0\) when \(k \neq 0\). If \(D(A+B)(x) = 0\), then \(0 = DA(x)x + DB(x)x = kA(x) + lB(x)\).

Conversely, suppose \(DV(y)\,y = kV(y)\) at every \(y = sx\) with \(s > 0\). For \(g(t) = e^{-kt} V(e^t x)\),
\[ g'(t) = -k e^{-kt} V(e^t x) + e^{-kt} DV(e^t x)(e^t x) = 0 . \]
So \(g(\ln s) = g(0)\), which is \(s^{-k} V(sx) = V(x)\).

The Coulomb energy is \(V(R) = \sum_{i<j} q_i q_j / \|R_i - R_j\|\). The differential of \(\|z\|^2\) at \(y\) is \(u \mapsto 2\langle y, u\rangle\). For \(y \ne 0\) the square root turns this into \(\langle y, u\rangle / \|y\|\), and the reciprocal into \(-\langle y, u\rangle / \|y\|^3\). Each pair enters through the linear map \(R \mapsto R_i - R_j\), so at distinct positions
\[ DV(R)\,U = -\sum_{i<j} q_i q_j \frac{\langle R_i - R_j,\; U_i - U_j\rangle}{\|R_i - R_j\|^3}. \]
Since \(\|sR_i - sR_j\| = s\|R_i - R_j\|\) for \(s > 0\), the degree is \(-1\), and a stationary geometry has \(V = 0\). If there are at least two charges and every product \(q_i q_j\) is positive, then \(V > 0\) and no geometry is stationary.

Stationary geometries do occur. For charges \(4, -1, 4\) at \(0, e, 2e\), the pairs \((0,1), (0,2), (1,2)\) contribute
\[ DV(R)\,U = \frac{4}{\|e\|^3}\Big[-\langle e, U_0 - U_1\rangle + \langle e, U_0 - U_2\rangle - \langle e, U_1 - U_2\rangle\Big] = 0, \]
and the energy is \((-4 + 8 - 4)/\|e\| = 0\).

## The file

```lean
import Mathlib

open Finset

namespace EulerScaling

noncomputable section

section General

variable {E : Type*} [NormedAddCommGroup E] [NormedSpace ℝ E]

/-- The potential `V` scales with degree `k` along the ray through the geometry `x`:
`V (s x) = s ^ k V x` for every `s > 0`. -/
def HomogeneousAlong (k : ℝ) (V : E → ℝ) (x : E) : Prop :=
  ∀ s : ℝ, 0 < s → V (s • x) = s ^ k * V x

/-- Euler's theorem on homogeneous functions: a potential differentiable at `x` and of degree `k`
along the ray through `x` satisfies `DV(x) x = k V(x)`. -/
theorem euler_identity {V : E → ℝ} {x : E} {k : ℝ} (hV : DifferentiableAt ℝ V x)
    (hom : HomogeneousAlong k V x) : fderiv ℝ V x x = k * V x := by
  have h1 : HasDerivAt (fun s : ℝ => s • x) x 1 := by
    have h := (hasDerivAt_id' (1 : ℝ)).smul_const x
    rw [one_smul] at h
    exact h
  -- chain rule along the ray
  have hV' : HasFDerivAt V (fderiv ℝ V x) ((1 : ℝ) • x) := by
    rw [one_smul]
    exact hV.hasFDerivAt
  have h2 : HasDerivAt (fun s : ℝ => V (s • x)) (fderiv ℝ V x x) 1 :=
    HasFDerivAt.comp_hasDerivAt (f := fun s : ℝ => s • x) (1 : ℝ) hV' h1
  -- power rule for the scaling law
  have h3 : HasDerivAt (fun s : ℝ => s ^ k * V x) (k * (1 : ℝ) ^ (k - 1) * V x) 1 :=
    (Real.hasDerivAt_rpow_const (Or.inl one_ne_zero)).mul_const _
  have heq : (fun s : ℝ => V (s • x)) =ᶠ[nhds 1] fun s : ℝ => s ^ k * V x := by
    filter_upwards [lt_mem_nhds (zero_lt_one : (0 : ℝ) < 1)] with s hs using hom s hs
  have h4 := h2.unique (h3.congr_of_eventuallyEq heq)
  rw [h4, Real.one_rpow, mul_one]

/-- Converse of Euler's theorem: if `V` is differentiable and `DV(y) y = k V(y)` at every point
`y` of the open ray through `x`, then `V` has degree `k` along that ray. -/
theorem homogeneousAlong_of_euler {V : E → ℝ} {x : E} {k : ℝ}
    (hV : ∀ s : ℝ, 0 < s → DifferentiableAt ℝ V (s • x))
    (hE : ∀ s : ℝ, 0 < s → fderiv ℝ V (s • x) (s • x) = k * V (s • x)) :
    HomogeneousAlong k V x := by
  -- with `s = exp t`, the function `exp (-k t) V (exp t • x)` has zero derivative
  have hg : ∀ t : ℝ,
      HasDerivAt (fun t : ℝ => Real.exp (-k * t) * V (Real.exp t • x)) 0 t := by
    intro t
    have h1 : HasDerivAt (fun t : ℝ => Real.exp t • x) (Real.exp t • x) t :=
      (Real.hasDerivAt_exp t).smul_const x
    have h2 : HasDerivAt (fun t : ℝ => V (Real.exp t • x))
        (fderiv ℝ V (Real.exp t • x) (Real.exp t • x)) t :=
      HasFDerivAt.comp_hasDerivAt (f := fun t : ℝ => Real.exp t • x) t
        (hV _ (Real.exp_pos t)).hasFDerivAt h1
    have h3 : HasDerivAt (fun t : ℝ => Real.exp (-k * t)) (Real.exp (-k * t) * (-k * 1)) t :=
      ((hasDerivAt_id' t).const_mul (-k)).exp
    refine (h3.fun_mul h2).congr_deriv ?_
    rw [hE _ (Real.exp_pos t)]
    ring
  have hd : Differentiable ℝ (fun t : ℝ => Real.exp (-k * t) * V (Real.exp t • x)) :=
    fun t => (hg t).differentiableAt
  intro s hs
  have h := is_const_of_deriv_eq_zero hd (fun t => (hg t).deriv) (Real.log s) 0
  simp only [Real.exp_log hs, mul_zero, Real.exp_zero, one_smul, one_mul] at h
  have e : Real.exp (Real.log s * k) * Real.exp (-k * Real.log s) = 1 := by
    have h0 : Real.log s * k + -k * Real.log s = 0 := by ring
    rw [← Real.exp_add, h0, Real.exp_zero]
  rw [Real.rpow_def_of_pos hs]
  linear_combination Real.exp (Real.log s * k) * h - V (s • x) * e

/-- A differentiable potential of nonzero degree along the ray through `x` vanishes at `x` if `x`
is stationary. -/
theorem eq_zero_of_stationary {V : E → ℝ} {x : E} {k : ℝ} (hV : DifferentiableAt ℝ V x)
    (hom : HomogeneousAlong k V x) (hk : k ≠ 0) (hstat : fderiv ℝ V x = 0) : V x = 0 := by
  have h := euler_identity hV hom
  have h0 : k * V x = 0 := by
    rw [hstat] at h
    simpa using h.symm
  exact (mul_eq_zero.1 h0).resolve_left hk

/-- At a stationary point of a sum `A + B` of differentiable potentials of degrees `k` and `l`,
the two parts satisfy `k A + l B = 0`. -/
theorem two_part_balance {A B : E → ℝ} {x : E} {k l : ℝ}
    (hA : DifferentiableAt ℝ A x) (hB : DifferentiableAt ℝ B x)
    (homA : HomogeneousAlong k A x) (homB : HomogeneousAlong l B x)
    (hstat : fderiv ℝ (fun y => A y + B y) x = 0) : k * A x + l * B x = 0 := by
  have h : fderiv ℝ A x + fderiv ℝ B x = 0 :=
    (hA.hasFDerivAt.fun_add hB.hasFDerivAt).fderiv.symm.trans hstat
  have h2 : fderiv ℝ A x x + fderiv ℝ B x x = 0 := by
    have h3 := congrArg (fun L : E →L[ℝ] ℝ => L x) h
    simpa using h3
  rw [← euler_identity hA homA, ← euler_identity hB homB]
  exact h2

end General

section Coulomb

variable {F : Type*} [NormedAddCommGroup F] [InnerProductSpace ℝ F] {N : ℕ}

/-- The pairs `(i, j)` of particles with `i < j`. -/
def pairs (N : ℕ) : Finset (Fin N × Fin N) :=
  Finset.univ.filter fun p => p.1 < p.2

/-- The Coulomb energy `∑_{i<j} q_i q_j / ‖R_i - R_j‖` of charges `q` at positions `R`. -/
def coulomb (q : Fin N → ℝ) (R : Fin N → F) : ℝ :=
  ∑ p ∈ pairs N, q p.1 * q p.2 / ‖R p.1 - R p.2‖

/-- The separation vector `R_i - R_j` as a linear function of the geometry. -/
def sep (i j : Fin N) : (Fin N → F) →L[ℝ] F :=
  ContinuousLinearMap.proj (R := ℝ) (φ := fun _ : Fin N => F) i
    - ContinuousLinearMap.proj (R := ℝ) (φ := fun _ : Fin N => F) j

/-- Away from the origin, the differential of `1 / ‖z‖` at `y` is `u ↦ -⟪y, u⟫ / ‖y‖ ^ 3`. -/
theorem hasFDerivAt_inv_norm {y : F} (hy : y ≠ 0) :
    HasFDerivAt (fun z : F => ‖z‖⁻¹) ((-(‖y‖ ^ 3)⁻¹) • innerSL ℝ y : F →L[ℝ] ℝ) y := by
  have hn : ‖y‖ ≠ 0 := norm_ne_zero_iff.2 hy
  have hs : ∀ z : F, √(‖z‖ ^ 2) = ‖z‖ := fun z => Real.sqrt_sq (norm_nonneg z)
  have h1 : HasFDerivAt (fun z : F => ‖z‖ ^ 2) ((2 : ℕ) • innerSL ℝ y : F →L[ℝ] ℝ) y :=
    (hasStrictFDerivAt_norm_sq y).hasFDerivAt
  -- the norm is the square root of the squared norm
  have h2 : HasFDerivAt (fun z : F => ‖z‖)
      ((1 / (2 * ‖y‖)) • (2 : ℕ) • innerSL ℝ y : F →L[ℝ] ℝ) y := by
    have h := h1.sqrt (pow_ne_zero 2 hn)
    simp only [hs] at h
    exact h
  have h3 := HasDerivAt.comp_hasFDerivAt (f := fun z : F => ‖z‖) y (hasDerivAt_inv hn) h2
  have e : ((-(‖y‖ ^ 3)⁻¹) • innerSL ℝ y : F →L[ℝ] ℝ)
      = (-(‖y‖ ^ 2)⁻¹) • (1 / (2 * ‖y‖)) • (2 : ℕ) • innerSL ℝ y := by
    match_scalars
    field_simp
    try ring
  rw [e]
  exact h3

/-- At distinct positions the Coulomb energy is differentiable, and its first-order change along a
displacement `U` is `∑_{i<j} -q_i q_j ⟪R_i - R_j, U_i - U_j⟫ / ‖R_i - R_j‖ ^ 3`. -/
theorem coulomb_differential (q : Fin N → ℝ) {R : Fin N → F} (hR : Function.Injective R) :
    DifferentiableAt ℝ (coulomb q) R ∧ ∀ U : Fin N → F,
      fderiv ℝ (coulomb q) R U = ∑ p ∈ pairs N,
        -(q p.1 * q p.2 * inner ℝ (R p.1 - R p.2) (U p.1 - U p.2) / ‖R p.1 - R p.2‖ ^ 3) := by
  have H : HasFDerivAt (coulomb q) (∑ p ∈ pairs N, (q p.1 * q p.2) •
      (((-(‖R p.1 - R p.2‖ ^ 3)⁻¹) • innerSL ℝ (R p.1 - R p.2) : F →L[ℝ] ℝ).comp
        (sep (F := F) p.1 p.2))) R := by
    change HasFDerivAt
      (fun X : Fin N → F => ∑ p ∈ pairs N, q p.1 * q p.2 / ‖X p.1 - X p.2‖) _ R
    refine HasFDerivAt.fun_sum fun p hp => ?_
    have hlt : p.1 < p.2 := by simpa [pairs] using hp
    have hne : R p.1 - R p.2 ≠ 0 := sub_ne_zero.2 (hR.ne hlt.ne)
    have h0 : HasFDerivAt (fun X : Fin N → F => X p.1 - X p.2) (sep (F := F) p.1 p.2) R :=
      (sep (F := F) p.1 p.2).hasFDerivAt
    -- chain rule for one pair
    have h1 := HasFDerivAt.comp R (g := fun z : F => ‖z‖⁻¹)
      (f := fun X : Fin N → F => X p.1 - X p.2) (hasFDerivAt_inv_norm hne) h0
    simp only [div_eq_mul_inv]
    exact h1.const_mul (q p.1 * q p.2)
  refine ⟨H.differentiableAt, fun U => ?_⟩
  have hs : ∀ L : Fin N × Fin N → ((Fin N → F) →L[ℝ] ℝ),
      (∑ p ∈ pairs N, L p) U = ∑ p ∈ pairs N, L p U := by
    intro L
    simp
  rw [H.fderiv, hs]
  refine Finset.sum_congr rfl fun p _ => ?_
  change q p.1 * q p.2 *
    (-(‖R p.1 - R p.2‖ ^ 3)⁻¹ * inner ℝ (R p.1 - R p.2) (U p.1 - U p.2)) = _
  ring

/-- The Coulomb energy has degree `-1` under uniform scaling of all positions. -/
theorem coulomb_homogeneous (q : Fin N → ℝ) (R : Fin N → F) :
    HomogeneousAlong (-1) (coulomb q) R := by
  intro s hs
  unfold coulomb
  rw [Real.rpow_neg_one, Finset.mul_sum]
  refine Finset.sum_congr rfl fun p _ => ?_
  simp only [Pi.smul_apply]
  rw [← smul_sub, norm_smul, Real.norm_of_nonneg hs.le]
  ring

/-- The Coulomb energy of charges at distinct positions vanishes at any stationary geometry. -/
theorem coulomb_eq_zero_of_stationary (q : Fin N → ℝ) {R : Fin N → F}
    (hR : Function.Injective R) (hstat : fderiv ℝ (coulomb q) R = 0) : coulomb q R = 0 :=
  eq_zero_of_stationary (coulomb_differential q hR).1 (coulomb_homogeneous q R)
    (by norm_num) hstat

/-- Two or more charges with all pair products positive, at distinct positions, are never at a
stationary geometry of the Coulomb energy. -/
theorem like_charges_not_stationary (hN : 2 ≤ N) {q : Fin N → ℝ}
    (hq : ∀ i j, i ≠ j → 0 < q i * q j) {R : Fin N → F} (hR : Function.Injective R) :
    fderiv ℝ (coulomb q) R ≠ 0 := by
  intro hstat
  -- every pair contributes a positive energy
  have hpos : 0 < coulomb q R := by
    unfold coulomb
    refine Finset.sum_pos (fun p hp => ?_) ⟨(⟨0, by omega⟩, ⟨1, by omega⟩), ?_⟩
    · have hlt : p.1 < p.2 := by simpa [pairs] using hp
      exact div_pos (hq _ _ hlt.ne) (norm_pos_iff.2 (sub_ne_zero.2 (hR.ne hlt.ne)))
    · unfold pairs
      exact Finset.mem_filter.2 ⟨Finset.mem_univ _, Fin.mk_lt_mk.2 zero_lt_one⟩
  exact hpos.ne' (coulomb_eq_zero_of_stationary q hR hstat)

/-- Three equally spaced collinear positions `0`, `e`, `2 e`. -/
def chain (e : F) : Fin 3 → F := fun i => ((i : ℕ) : ℝ) • e

/-- The charges `4`, `-1`, `4`. -/
def chainCharge : Fin 3 → ℝ := ![4, -1, 4]

/-- For `e ≠ 0`, the charges `4, -1, 4` at `0, e, 2 e` sit at distinct positions, are at a
stationary geometry of the Coulomb energy, and have zero energy. -/
theorem coulomb_stationary_witness {e : F} (he : e ≠ 0) :
    Function.Injective (chain e) ∧ fderiv ℝ (coulomb chainCharge) (chain e) = 0 ∧
      coulomb chainCharge (chain e) = 0 := by
  have hinj : Function.Injective (chain e) := by
    intro i j h
    have h1 : (((i : ℕ) : ℝ) - ((j : ℕ) : ℝ)) • e = 0 := by
      rw [sub_smul]
      exact sub_eq_zero.2 h
    have h2 : ((i : ℕ) : ℝ) = ((j : ℕ) : ℝ) :=
      sub_eq_zero.1 ((smul_eq_zero.1 h1).resolve_right he)
    exact Fin.ext (by exact_mod_cast h2)
  have hp : pairs 3 = {(0, 1), (0, 2), (1, 2)} := by
    decide
  have sum3 : ∀ f : Fin 3 × Fin 3 → ℝ,
      ∑ p ∈ pairs 3, f p = f (0, 1) + (f (0, 2) + f (1, 2)) := by
    intro f
    rw [hp, Finset.sum_insert (by decide), Finset.sum_pair (by decide)]
  have r0 : chain e 0 = (0 : ℝ) • e := by
    change ((0 : ℕ) : ℝ) • e = (0 : ℝ) • e
    simp
  have r1 : chain e 1 = (1 : ℝ) • e := by
    change ((1 : ℕ) : ℝ) • e = (1 : ℝ) • e
    simp
  have r2 : chain e 2 = (2 : ℝ) • e := by
    change ((2 : ℕ) : ℝ) • e = (2 : ℝ) • e
    simp
  have d01 : chain e 0 - chain e 1 = (-1 : ℝ) • e := by
    rw [r0, r1]
    module
  have d02 : chain e 0 - chain e 2 = (-2 : ℝ) • e := by
    rw [r0, r2]
    module
  have d12 : chain e 1 - chain e 2 = (-1 : ℝ) • e := by
    rw [r1, r2]
    module
  have n1 : ‖(-1 : ℝ) • e‖ = ‖e‖ := by simp
  have n2 : ‖(-2 : ℝ) • e‖ = 2 * ‖e‖ := by simp [norm_smul]
  have q0 : chainCharge 0 = 4 := rfl
  have q1 : chainCharge 1 = -1 := rfl
  have q2 : chainCharge 2 = 4 := rfl
  -- the three pair contributions to the differential cancel
  have hstat : fderiv ℝ (coulomb chainCharge) (chain e) = 0 := by
    refine ContinuousLinearMap.ext fun U => ?_
    have z : (0 : (Fin 3 → F) →L[ℝ] ℝ) U = 0 := by simp
    rw [z, (coulomb_differential chainCharge hinj).2 U, sum3]
    simp only [d01, d02, d12, n1, n2, q0, q1, q2, real_inner_smul_left, inner_sub_right]
    ring
  exact ⟨hinj, hstat, coulomb_eq_zero_of_stationary _ hinj hstat⟩

end Coulomb

end

end EulerScaling
```

```lean
#print axioms EulerScaling.homogeneousAlong_of_euler
#print axioms EulerScaling.two_part_balance
#print axioms EulerScaling.coulomb_eq_zero_of_stationary
#print axioms EulerScaling.like_charges_not_stationary
```

```
'EulerScaling.homogeneousAlong_of_euler' depends on axioms: [propext, Classical.choice, Quot.sound]
'EulerScaling.two_part_balance' depends on axioms: [propext, Classical.choice, Quot.sound]
'EulerScaling.coulomb_eq_zero_of_stationary' depends on axioms: [propext, Classical.choice, Quot.sound]
'EulerScaling.like_charges_not_stationary' depends on axioms: [propext, Classical.choice, Quot.sound]
```

## What the statements say

`HomogeneousAlong k V x` is the scaling law on the single ray through `x`, with `s ^ k` a real power. Nothing is assumed about other rays. The space `E` may have any dimension. The expression `fderiv ℝ V x x` is the Fréchet derivative at `x` applied to the displacement `x`, and stationarity is `fderiv ℝ V x = 0`, the vanishing of the first-order change along every displacement. `euler_identity` needs differentiability at `x` only, while `homogeneousAlong_of_euler` assumes differentiability and the identity at every point of the open ray.

A geometry is `R : Fin N → F` with `F` a real inner product space, and the charges `q` are fixed real numbers. `coulomb q R` counts each pair once through `pairs N`, with the Coulomb constant set to one and the \(1/r\) form used whatever the dimension of `F`. `Function.Injective R` says that no two charges coincide.

## How the proof follows the derivation

In `euler_identity`, `h2` is the chain rule and `h3` the power rule, `heq` records that the two functions agree near \(s = 1\), and `h2.unique` equates the derivatives. In the converse, `hg` is \(g' = 0\) by the product rule, `is_const_of_deriv_eq_zero` compares \(g(\ln s)\) with \(g(0)\), and `linear_combination` multiplies through by \(s^k\). `eq_zero_of_stationary` cancels \(k\), and `two_part_balance` splits the derivative of the sum, evaluates it on `x` and substitutes the identity twice.

`hasFDerivAt_inv_norm` passes from \(\|z\|^2\) through the square root (`h2`) to the reciprocal (`h3`). `coulomb_differential` composes this with the linear map `sep` for each pair and sums with `HasFDerivAt.fun_sum`, using injectivity to obtain `hne`, the nonzero separation. `coulomb_homogeneous` pulls \(s\) out of each norm, and `coulomb_eq_zero_of_stationary` is the general corollary at \(k = -1\). `like_charges_not_stationary` sets the zero energy against `hpos`, a nonempty sum of positive terms. `coulomb_stationary_witness` lists the three pairs, inserts the separations and lets `ring` cancel the terms. The zero energy then comes from the general theorem.

## What is and is not guaranteed

The condition `k ≠ 0` cannot be dropped: the constant \(V = 1\) has degree zero and is stationary everywhere. Distinct positions matter because Lean assigns zero to a division by zero and to `fderiv` of a non-differentiable function: unit charges at \(0, 0, e\) with \(e \neq 0\) have `fderiv` equal to zero and `coulomb` equal to \(2/\|e\|\).

Stationarity is unconstrained. Two charges held at a fixed distance have constant, nonzero energy under every allowed motion, so rigid bonds and frozen sites are not covered. Cutoffs, exponential screening and soft cores introduce a fixed length and in general destroy the scaling law, and periodic cells and lattice sums are not modelled. The stationarity theorems concern exact stationarity in exact arithmetic, and no bound for a finite gradient tolerance is stated in the file. Zero energy is shown to be necessary for stationarity, the converse is not claimed, and nothing is stated about second derivatives or the stability of the three-charge example.
